# Between disjoint discs, the planar multipole-to-local series converges absolutely to the field of a point charge

A multipole-to-local translation is a double series, so one must first decide what its sum means. Here it is a single sum over all pairs of orders, in no preferred sequence, and for complex terms this amounts to absolute convergence. The multipole and local orders may then be summed in either order, or cut off together in any growing pattern that eventually includes every pair, with the same limit.

The setting is electrostatics in the plane, with points written as complex numbers. A unit charge sits at s, near the origin. The field is observed at z0 + z, where z0 is the centre of a target region and z is the displacement from it. In units where the potential of a unit charge is −ln r, the field components combine into

E_x − i E_y = 1/(z0 + z − s).

The condition throughout is |s| + |z| < |z0|. It says that the closed disc of radius |s| about the origin and the closed disc of radius |z| about z0 do not meet.

## The translation matrix and the moments

```lean
import Mathlib

noncomputable section

namespace PlanarMultipoleToLocal
```

The file loads the mathematical library Mathlib and opens a namespace for its own definitions. In what follows, `ℂ` is the type of complex numbers and `‖s‖` is the modulus |s|.

```lean
/-- The multipole-to-local translation matrix: the entry that takes the multipole moment of
order `k` about the origin to the local coefficient of order `l` about `z0`. -/
def m2l (z0 : ℂ) (l k : ℕ) : ℂ :=
  (-1) ^ l * ((k + l).choose k : ℂ) / z0 ^ (k + l + 1)
```

For a target centre z0, a local order l and a multipole order k, this defines the matrix entry

m2l(l,k) = (−1)^l C(k+l, k) / z0^(k+l+1),

where C denotes a binomial coefficient. The entry comes from two expansions. Seen from a distant point u, the charge has the multipole expansion

1/(u − s) = ∑_k s^k / u^(k+1).

Setting u = z0 + z and expanding each inverse power in z gives

1/(z0 + z)^(k+1) = ∑_l (−1)^l C(k+l, k) z^l / z0^(k+l+1).

The coefficient of s^k z^l is the matrix entry. Whether the combined double series converges, and to what, is settled by the theorems below.

```lean
/-- The multipole moment of order `k` of charges `q i` at positions `s i`. -/
def moment {ι : Type*} [Fintype ι] (q s : ι → ℂ) (k : ℕ) : ℂ :=
  ∑ i, q i * s i ^ k
```

For charges q_i at positions s_i, the moment of order k is

M_k = ∑_i q_i s_i^k.

The type `ι` labels the charges, and `[Fintype ι]` says that there are finitely many. The file allows complex q_i; physical charges are the real case. Since Lean takes 0^0 = 1, a charge at the origin contributes correctly to M_0.

```lean
/-- The local coefficient of order `l` about `z0`, obtained by applying the translation matrix
to the multipole moments. -/
def localCoeff {ι : Type*} [Fintype ι] (z0 : ℂ) (q s : ι → ℂ) (l : ℕ) : ℂ :=
  ∑' k, m2l z0 l k * moment q s k
```

The local coefficient is the matrix applied to the moments:

L_l = ∑_k m2l(l,k) M_k.

The symbol `∑'` denotes an infinite sum. The definition does not claim that the series converges; that is established in the proof of the last theorem.

## Two series in one variable

```lean
/-- The negative binomial series: the expansion of `1 / (w - x) ^ (l + 1)` in powers of `x`
for `|x| < |w|`. -/
theorem hasSum_inv_pow {K : Type*} [NormedField K] [CompleteSpace K] {w x : K}
    (h : ‖x‖ < ‖w‖) (l : ℕ) :
    HasSum (fun k : ℕ => ((k + l).choose k : K) / w ^ (k + l + 1) * x ^ k)
      (1 / (w - x) ^ (l + 1)) := by
  have hb : 0 < ‖w‖ := lt_of_le_of_lt (norm_nonneg x) h
  have hw : w ≠ 0 := norm_pos_iff.1 hb
  have hr : ‖x / w‖ < 1 := by
    rw [norm_div]
    exact (div_lt_one hb).2 h
  have e0 : w * (x / w) = x := by
    rw [div_eq_mul_inv, mul_left_comm, mul_inv_cancel₀ hw, mul_one]
  have e : w * (1 - x / w) = w - x := by rw [mul_sub, mul_one, e0]
  have hv : 1 / w ^ (l + 1) * (1 / (1 - x / w) ^ (l + 1)) = 1 / (w - x) ^ (l + 1) := by
    rw [← e, mul_pow, div_mul_div_comm, mul_one]
  have h1 := (hasSum_choose_mul_geometric_of_norm_lt_one l hr).mul_left (1 / w ^ (l + 1))
  rw [hv] at h1
  have hf : (fun k : ℕ => ((k + l).choose k : K) / w ^ (k + l + 1) * x ^ k)
      = fun k : ℕ => 1 / w ^ (l + 1) * (((k + l).choose l : K) * (x / w) ^ k) := by
    funext k
    rw [Nat.choose_symm_add, div_pow, add_assoc, pow_add]
    generalize w ^ (l + 1) = W
    generalize ((k + l).choose l : K) = C
    ring
  rw [hf]
  exact h1
```

`HasSum f a` says that the family f is summable and that its sum is a. The theorem states that, for |x| < |w| and every l,

∑_k C(k+l, k) x^k / w^(k+l+1) = 1/(w − x)^(l+1).

By hand, for real or complex numbers, put r = x/w, so that |r| < 1. Differentiating the geometric series ∑_n r^n = 1/(1 − r) l times and dividing by l! gives

∑_k C(k+l, l) r^k = 1/(1 − r)^(l+1).

Now multiply by 1/w^(l+1). On the right, w(1 − r) = w − x. On the left, C(k+l, l) = C(k+l, k), and the powers of w combine to w^(k+l+1).

Mathlib supplies the series in r, and the proof carries out the rescaling. The field `K` is left general because the result is needed twice: for real numbers, to control the moduli, and for complex numbers, to find the sum.

```lean
/-- For `w > 0` and `x ≥ 0` the series of `x ^ n / w ^ (n + 1)` converges exactly when
`x < w`. -/
theorem summable_geometric_iff {w x : ℝ} (hw : 0 < w) (hx : 0 ≤ x) :
    Summable (fun n : ℕ => 1 / w ^ (n + 1) * x ^ n) ↔ x < w := by
  have e : (fun n : ℕ => 1 / w ^ (n + 1) * x ^ n) = fun n : ℕ => w⁻¹ * (x / w) ^ n := by
    funext n
    rw [div_pow, pow_succ', one_div, mul_inv, mul_assoc, div_eq_mul_inv, mul_comm (x ^ n)]
  have hq : 0 ≤ x / w := div_nonneg hx hw.le
  rw [e, summable_mul_left_iff (inv_ne_zero hw.ne'), summable_geometric_iff_norm_lt_one,
    Real.norm_of_nonneg hq, div_lt_one hw]
```

For real w > 0 and x ≥ 0, the terms are

x^n / w^(n+1) = (1/w)(x/w)^n.

This is a geometric series with ratio x/w, so it converges exactly when x < w. The arrow `↔` means "if and only if".

## The exact condition for absolute convergence

```lean
/-- For `z0 ≠ 0` the double translation series converges absolutely exactly when
`|s| + |z| < |z0|`. -/
theorem summable_norm_m2l_iff {z0 : ℂ} (hz0 : z0 ≠ 0) (s z : ℂ) :
    Summable (fun p : ℕ × ℕ => ‖m2l z0 p.1 p.2 * s ^ p.2 * z ^ p.1‖)
      ↔ ‖s‖ + ‖z‖ < ‖z0‖ := by
  have hb : 0 < ‖z0‖ := norm_pos_iff.2 hz0
  have hnorm : ∀ l k : ℕ, ‖m2l z0 l k * s ^ k * z ^ l‖
      = ((k + l).choose k : ℝ) / ‖z0‖ ^ (k + l + 1) * ‖s‖ ^ k * ‖z‖ ^ l := by
    intro l k
    simp only [m2l, norm_mul, norm_div, norm_pow, norm_neg, norm_one, one_pow, one_mul,
      Complex.norm_natCast]
  have key := summable_prod_of_nonneg
    (f := fun p : ℕ × ℕ => ‖m2l z0 p.1 p.2 * s ^ p.2 * z ^ p.1‖) (fun p => norm_nonneg _)
  refine key.trans ?_
  simp only [hnorm]
  -- the rows of norms are negative binomial series
  have hrow : ‖s‖ < ‖z0‖ → ∀ l : ℕ, HasSum (fun k : ℕ =>
      ((k + l).choose k : ℝ) / ‖z0‖ ^ (k + l + 1) * ‖s‖ ^ k * ‖z‖ ^ l)
      (1 / (‖z0‖ - ‖s‖) ^ (l + 1) * ‖z‖ ^ l) := by
    intro ha l
    have ha' : ‖(‖s‖ : ℝ)‖ < ‖(‖z0‖ : ℝ)‖ := by rwa [norm_norm, norm_norm]
    exact (hasSum_inv_pow ha' l).mul_right (‖z‖ ^ l)
  constructor
  · rintro ⟨h1, h2⟩
    -- the row `l = 0` forces `|s| < |z0|`
    have h0 := h1 0
    simp only [add_zero, Nat.choose_self, Nat.cast_one, pow_zero, mul_one] at h0
    have ha := (summable_geometric_iff hb (norm_nonneg s)).1 h0
    have h3 := (summable_congr fun l => (hrow ha l).tsum_eq).1 h2
    have h4 := (summable_geometric_iff (sub_pos.2 ha) (norm_nonneg z)).1 h3
    linarith
  · intro h
    have ha : ‖s‖ < ‖z0‖ := by linarith [norm_nonneg z]
    have hc : ‖z‖ < ‖z0‖ - ‖s‖ := by linarith
    exact ⟨fun l => (hrow ha l).summable, (summable_congr fun l => (hrow ha l).tsum_eq).2
      ((summable_geometric_iff (sub_pos.2 ha) (norm_nonneg z)).2 hc)⟩
```

A pair `p : ℕ × ℕ` holds the local order l in `p.1` and the multipole order k in `p.2`. The theorem says that, for z0 ≠ 0, the moduli of all the terms have a finite sum exactly when |s| + |z| < |z0|. The case z0 = 0 is excluded because Lean sets division by zero to zero, which would make every term vanish and the series converge trivially.

For the argument by hand, write a = |s|, c = |z| and b = |z0|. The modulus of a term is

C(k+l, k) a^k c^l / b^(k+l+1),

which is `hnorm` in the proof. A double series of non-negative terms converges exactly when every row converges and the row sums form a convergent series. This is `summable_prod_of_nonneg`.

Suppose first that a + c < b. Then a < b, and the negative binomial series gives the sum of row l, called `hrow`:

∑_k C(k+l, k) a^k c^l / b^(k+l+1) = c^l / (b − a)^(l+1).

These row sums form a geometric series with ratio c/(b − a), which is less than 1.

Conversely, suppose that the double series converges. Its row l = 0 is ∑_k a^k / b^(k+1), so a < b. The row sums are then given by the same formula, and their convergence forces c < b − a. The tactic `linarith` turns this into the stated inequality.

## The field of one charge

```lean
/-- For a unit charge at `s` with `|s| < |z0|`, the series over multipole orders converges to
`(-1) ^ l / (z0 - s) ^ (l + 1)`. -/
theorem hasSum_m2l_row {z0 s : ℂ} (h : ‖s‖ < ‖z0‖) (l : ℕ) :
    HasSum (fun k => m2l z0 l k * s ^ k) ((-1) ^ l / (z0 - s) ^ (l + 1)) := by
  have h1 := (hasSum_inv_pow h l).mul_left ((-1) ^ l)
  simpa only [m2l, mul_div_assoc, mul_assoc, mul_one_div] using h1
```

With the local order l fixed and |s| < |z0|, the sum over multipole orders is

∑_k m2l(l,k) s^k = (−1)^l / (z0 − s)^(l+1).

This is the negative binomial series with w = z0 and x = s, multiplied by (−1)^l. The right-hand side is the Taylor coefficient of order l of the charge's field about z0.

```lean
/-- Multipole-to-local translation: if `|s| + |z| < |z0|`, the double series converges
absolutely, and its sum is the field at `z0 + z` of a unit charge at `s`. -/
theorem multipole_to_local {z0 s z : ℂ} (h : ‖s‖ + ‖z‖ < ‖z0‖) :
    Summable (fun p : ℕ × ℕ => ‖m2l z0 p.1 p.2 * s ^ p.2 * z ^ p.1‖) ∧
    HasSum (fun p : ℕ × ℕ => m2l z0 p.1 p.2 * s ^ p.2 * z ^ p.1) (1 / (z0 + z - s)) := by
  have hs : ‖s‖ < ‖z0‖ := by linarith [norm_nonneg z]
  have hz0 : z0 ≠ 0 := norm_pos_iff.1 (lt_of_le_of_lt (norm_nonneg s) hs)
  have hn := (summable_norm_m2l_iff hz0 s z).2 h
  have hsum := hn.of_norm.hasSum
  -- sum over the multipole order first
  have hrow : ∀ l : ℕ, HasSum (fun k => m2l z0 l k * s ^ k * z ^ l)
      ((-1) ^ l / (z0 - s) ^ (l + 1) * z ^ l) := fun l =>
    (hasSum_m2l_row hs l).mul_right (z ^ l)
  have h1 := hsum.prod_fiberwise hrow
  -- the remaining series over the local order is geometric
  have hz : ‖-z‖ < ‖z0 - s‖ := by
    rw [norm_neg]
    linarith [norm_sub_norm_le z0 s]
  have h2 := hasSum_inv_pow hz 0
  have e : z0 - s - -z = z0 + z - s := by ring
  simp only [add_zero, zero_add, Nat.choose_self, Nat.cast_one, pow_one, e] at h2
  have h3 : HasSum (fun l : ℕ => (-1) ^ l / (z0 - s) ^ (l + 1) * z ^ l)
      (1 / (z0 + z - s)) := by
    have hf : (fun l : ℕ => (-1) ^ l / (z0 - s) ^ (l + 1) * z ^ l)
        = fun l : ℕ => 1 / (z0 - s) ^ (l + 1) * (-z) ^ l := by
      funext l
      rw [neg_pow z]
      generalize (z0 - s) ^ (l + 1) = W
      ring
    rw [hf]
    exact h2
  rw [h1.unique h3] at hsum
  exact ⟨hn, hsum⟩
```

The hypothesis `h` is the condition on the discs. The conclusion has two parts joined by `∧`, "and": the double series converges absolutely, and

∑_(l,k) m2l(l,k) s^k z^l = 1/(z0 + z − s).

The hypothesis gives |s| < |z0|, hence z0 ≠ 0, and the previous criterion provides absolute convergence. The sum may therefore be taken row by row. Summing over k first leaves

∑_l (−1)^l z^l / (z0 − s)^(l+1) = ∑_l (−z)^l / (z0 − s)^(l+1).

This is a geometric series with ratio −z/(z0 − s). It converges because

|z| < |z0| − |s| ≤ |z0 − s|,

and its sum is

1/(z0 − s − (−z)) = 1/(z0 + z − s).

In the proof, `prod_fiberwise` performs the row-by-row summation, `h3` is the geometric series, and `unique` identifies the two values of the same sum.

The statement could have been modelled as an iterated series, with the sum over k completed before the sum over l begins. That version needs only |s| < |z0| and |z| < |z0 − s|. For z0 = 1, s = −1/2 and z = 3/4 it converges to the field, although |s| + |z| = 5/4 exceeds |z0|. The price is that the order of summation becomes part of the statement, and the freedom to cut off both orders together in any pattern is lost. This comparison is a comment on the model and is not among the file's theorems.

## The field of a cluster from its moments

```lean
/-- The local expansion computed from the multipole moments of a charge cluster converges to
the field of the cluster at `z0 + z`, if `|s i| + |z| < |z0|` for every charge. -/
theorem local_expansion_of_cluster {ι : Type*} [Fintype ι] {z0 z : ℂ} (q : ι → ℂ)
    {s : ι → ℂ} (h : ∀ i, ‖s i‖ + ‖z‖ < ‖z0‖) :
    HasSum (fun l => localCoeff z0 q s l * z ^ l) (∑ i, q i / (z0 + z - s i)) := by
  have hs : ∀ i, ‖s i‖ < ‖z0‖ := fun i => by linarith [h i, norm_nonneg z]
  -- superpose the charges
  have hF : HasSum (fun p : ℕ × ℕ => m2l z0 p.1 p.2 * moment q s p.2 * z ^ p.1)
      (∑ i, q i / (z0 + z - s i)) := by
    have h1 := hasSum_sum (s := Finset.univ)
      (fun i _ => (multipole_to_local (h i)).2.mul_left (q i))
    simp only [mul_one_div] at h1
    have hf : (fun p : ℕ × ℕ => m2l z0 p.1 p.2 * moment q s p.2 * z ^ p.1)
        = fun p : ℕ × ℕ => ∑ i, q i * (m2l z0 p.1 p.2 * s i ^ p.2 * z ^ p.1) := by
      funext p
      rw [moment, Finset.mul_sum, Finset.sum_mul]
      exact Finset.sum_congr rfl fun i _ => by ring
    rw [hf]
    exact h1
  -- the series defining each local coefficient converges
  have hl : ∀ l, Summable (fun k => m2l z0 l k * moment q s k) := by
    intro l
    have h1 := hasSum_sum (s := Finset.univ)
      (fun i _ => (hasSum_m2l_row (hs i) l).mul_left (q i))
    have hf : (fun k => m2l z0 l k * moment q s k)
        = fun k => ∑ i, q i * (m2l z0 l k * s i ^ k) := by
      funext k
      rw [moment, Finset.mul_sum]
      exact Finset.sum_congr rfl fun i _ => by ring
    rw [hf]
    exact h1.summable
  have hl' : ∀ l, HasSum (fun k => m2l z0 l k * moment q s k * z ^ l)
      (localCoeff z0 q s l * z ^ l) := fun l => (hl l).hasSum.mul_right (z ^ l)
  exact hF.prod_fiberwise hl'

end PlanarMultipoleToLocal
```

If |s_i| + |z| < |z0| for every charge, then

∑_l L_l z^l = ∑_i q_i / (z0 + z − s_i).

The left-hand side uses the charges only through their moments. To derive it, multiply the one-charge result by q_i and add over i. The sum over charges is finite, so it can be moved inside the double series, where it turns s_i^k into M_k:

∑_(l,k) m2l(l,k) M_k z^l = ∑_i q_i / (z0 + z − s_i).

This is `hF`. The same superposition, applied to a single row, shows that the series defining L_l converges:

L_l = ∑_i q_i (−1)^l / (z0 − s_i)^(l+1).

The proof records the convergence as `hl`. Multiplying row l by z^l gives the row sum L_l z^l, which is `hl'`, and a final use of `prod_fiberwise` sums the rows. With no charges at all, both sides are zero.

The result concerns finitely many fixed charges in free space, with both expansions carried to infinite order. It gives no bound on the error from truncation or rounding, and it does not cover periodic lattice sums, which involve infinitely many charges. The field 1/r is that of parallel line charges in three dimensions, so the three-dimensional Coulomb interaction of point charges needs separate treatment.

## The matrix in a fast multipole code

In simulation practice, this is the conversion step of the planar fast multipole method, here in its untruncated form. A code keeps the orders from 0 to some P, so the matrix has P + 1 rows and columns. For each source box, it computes the moments about the box centre, which plays the role of the origin here. It multiplies them by the matrix for the offset z0 from the source centre to the target centre and adds the result to the target box's local coefficients. The matrix depends only on the offset, so on a uniform grid it can be stored and used for many pairs of boxes.

The usual separation of boxes satisfies the hypothesis. For square boxes of side d with at least one box between them, |z0| ≥ 2d, while |s| and |z| are each at most d/√2. Hence

(|s| + |z|)/|z0| ≤ 1/√2 < 1.

Codes that work with the logarithmic potential instead of the field treat the total charge separately, because its contribution contains a logarithm.

```lean
#print axioms PlanarMultipoleToLocal.multipole_to_local
-- 'PlanarMultipoleToLocal.multipole_to_local' depends on axioms: [propext, Classical.choice, Quot.sound]
#print axioms PlanarMultipoleToLocal.local_expansion_of_cluster
-- 'PlanarMultipoleToLocal.local_expansion_of_cluster' depends on axioms: [propext, Classical.choice, Quot.sound]
```
